# The slowest damping of a nuclear precession jumping between w and −w is greatest when the jump rate equals w

The "smallest damping rate" is here the least element of a set of real numbers. The set contains minus the real part of each eigenvalue of the evolution matrix, and its least element is a member that no other member lies below.

The nucleus precesses at angular frequency $w$ or $-w$, with $w>0$, and jumps from either state to the other at rate $k>0$. Let $v_0$ and $v_1$ be the complex precession amplitudes carried by the nuclei now at $w$ and at $-w$. Each amplitude rotates at its own frequency, loses weight at rate $k$ and gains what the other loses, so

$$\dot v = M v,\qquad M=\begin{pmatrix} iw-k & k\\ k & -iw-k\end{pmatrix}.$$

```lean
import Mathlib

open Matrix

namespace JumpingNuclearFrequency

noncomputable section
```

The matrix $M$ is `evolution w k`, with real parameters and complex entries. It is taken as the starting point, and its derivation from a random jump process is not formalised.

```lean
/-- Evolution matrix of the precession amplitudes of a nucleus whose frequency jumps
between `w` and `-w` at rate `k`. -/
def evolution (w k : ℝ) : Matrix (Fin 2) (Fin 2) ℂ :=
  !![Complex.I * w - k, (k : ℂ); (k : ℂ), -(Complex.I * w) - k]
```

A mode $v\,e^{\mu t}$ with $Mv=\mu v$ and $v\neq 0$ decays as $e^{-rt}$ with $r=-\operatorname{Re}\mu$. The set `dampingRates w k` contains exactly these $r$. How strongly an experiment excites each mode is not part of the description.

```lean
/-- The damping rates: the numbers `-Re μ` for the eigenvalues `μ` of the evolution matrix. -/
def dampingRates (w k : ℝ) : Set ℝ :=
  {r | ∃ μ : ℂ, (∃ v : Fin 2 → ℂ, v ≠ 0 ∧ evolution w k *ᵥ v = μ • v) ∧ r = -μ.re}
```

Stochastic models of perturbed angular correlations use evolution matrices of this kind for nuclei in fluctuating hyperfine fields. The matrix here describes the precessing amplitudes in a magnetic field of fixed strength that reverses along a fixed axis, with equal jump rates in both directions.

## (a) Two coupled amplitudes

**Task.** Show that $Mv=\mu v$ is the same as the pair

$$(iw-k)v_0+kv_1=\mu v_0,\qquad kv_0+(-iw-k)v_1=\mu v_1 .$$

**Solution.** Multiply each row of $M$ into $v$ and compare components. In Lean, `Fin.forall_fin_two` splits the vector equation into its components 0 and 1, and `simp` writes out the sums. No sign condition on $w$ or $k$ is needed.

```lean
/-- A mode of the evolution is a solution of two coupled equations for the amplitudes
in the two frequency states. -/
theorem mode_iff (w k : ℝ) (μ : ℂ) (v : Fin 2 → ℂ) :
    evolution w k *ᵥ v = μ • v ↔
      (Complex.I * w - k) * v 0 + k * v 1 = μ * v 0 ∧
      k * v 0 + (-(Complex.I * w) - k) * v 1 = μ * v 1 := by
  rw [funext_iff, Fin.forall_fin_two]
  simp [evolution, Matrix.mulVec, dotProduct, Fin.sum_univ_two]
```

## (b) The secular equation

**Task.** For $k>0$, show that $\mu$ is an eigenvalue of $M$ exactly when

$$(\mu+k)^2=k^2-w^2 .$$

**Solution.** Rearrange the two equations of (a):

$$kv_1=(\mu+k-iw)v_0,\qquad kv_0=(\mu+k+iw)v_1 .$$

Multiply the first by $\mu+k+iw$ and insert the second:

$$\big[(\mu+k)^2+w^2\big]v_0=k(\mu+k+iw)v_1=k^2v_0 .$$

Hence $D\,v_0=0$ with $D=(\mu+k)^2-(k^2-w^2)$. Multiplying the second equation by $\mu+k-iw$ gives $D\,v_1=0$ in the same way. Since $v\neq0$, $D=0$.

Conversely, let $D=0$ and take $v=(k,\ \mu+k-iw)$, which is nonzero because $k>0$. The first equation holds identically:

$$(iw-k)k+k(\mu+k-iw)=\mu k .$$

The second requires $k^2=(\mu+k+iw)(\mu+k-iw)=(\mu+k)^2+w^2$, which is $D=0$.

In the code, `d0` and `d1` are the two eliminations, and `Complex.I_sq` supplies $i^2=-1$. The converse uses the same explicit vector.

```lean
/-- The eigenvalues `μ` of the evolution matrix are the solutions of
`(μ + k)² = k² - w²`. -/
theorem eigenvalue_iff {w k : ℝ} (hk : 0 < k) (μ : ℂ) :
    (∃ v : Fin 2 → ℂ, v ≠ 0 ∧ evolution w k *ᵥ v = μ • v) ↔
      (μ + k) ^ 2 = (k : ℂ) ^ 2 - (w : ℂ) ^ 2 := by
  constructor
  · rintro ⟨v, hv, h⟩
    obtain ⟨h0, h1⟩ := (mode_iff w k μ v).1 h
    by_contra hD
    -- eliminating one amplitude leaves the secular determinant times the other
    have d0 : ((μ + k) ^ 2 - ((k : ℂ) ^ 2 - (w : ℂ) ^ 2)) * v 0 = 0 := by
      linear_combination (-(Complex.I * w) - k - μ) * h0 - k * h1
        + (w : ℂ) ^ 2 * v 0 * Complex.I_sq
    have d1 : ((μ + k) ^ 2 - ((k : ℂ) ^ 2 - (w : ℂ) ^ 2)) * v 1 = 0 := by
      linear_combination (Complex.I * w - k - μ) * h1 - k * h0
        + (w : ℂ) ^ 2 * v 1 * Complex.I_sq
    have e0 : v 0 = 0 := (mul_eq_zero.mp d0).resolve_left (sub_ne_zero.mpr hD)
    have e1 : v 1 = 0 := (mul_eq_zero.mp d1).resolve_left (sub_ne_zero.mpr hD)
    apply hv
    funext i
    fin_cases i
    · exact e0
    · exact e1
  · intro h
    refine ⟨![(k : ℂ), μ + k - Complex.I * w], ?_, (mode_iff w k μ _).2 ⟨?_, ?_⟩⟩
    · intro h0
      exact hk.ne' (by simpa using congrFun h0 0)
    · change (Complex.I * w - k) * (k : ℂ) + k * (μ + k - Complex.I * w) = μ * k
      ring
    · change (k : ℂ) * k + (-(Complex.I * w) - k) * (μ + k - Complex.I * w)
        = μ * (μ + k - Complex.I * w)
      linear_combination -h + (w : ℂ) ^ 2 * Complex.I_sq
```

## (c) Real and imaginary parts

**Task.** Write $\mu=x+iy$ with real $x,y$, and deduce from the secular equation that

$$(x+k)^2-y^2=k^2-w^2,\qquad (x+k)\,y=0 .$$

**Solution.** Expanding the square gives

$$(x+k+iy)^2=(x+k)^2-y^2+2i(x+k)y .$$

The right-hand side of the secular equation is real. Equate real parts, then equate imaginary parts and divide by 2. Lean applies `Complex.re` and `Complex.im` to both sides, and `hi / 2` is the division.

```lean
/-- Real and imaginary parts of the secular equation. -/
theorem secular_parts {w k : ℝ} {μ : ℂ} (h : (μ + k) ^ 2 = (k : ℂ) ^ 2 - (w : ℂ) ^ 2) :
    (μ.re + k) ^ 2 - μ.im ^ 2 = k ^ 2 - w ^ 2 ∧ (μ.re + k) * μ.im = 0 := by
  have hr := congrArg Complex.re h
  have hi := congrArg Complex.im h
  simp only [pow_two, Complex.add_re, Complex.add_im, Complex.sub_re, Complex.sub_im,
    Complex.mul_re, Complex.mul_im, Complex.ofReal_re, Complex.ofReal_im] at hr hi
  exact ⟨by linear_combination hr, by linear_combination hi / 2⟩
```

## (d) Slow jumps

**Task.** For $0<k\le w$, show that there is only one damping rate:

$$\{-\operatorname{Re}\mu\}=\{k\}.$$

**Solution.** By (c), either $x+k=0$ or $y=0$. In the second case $(x+k)^2=k^2-w^2\le0$, which again forces $x+k=0$. So $-x=k$ for every eigenvalue.

The rate is attained by $\mu=-k+i\sqrt{w^2-k^2}$, since then $(\mu+k)^2=-(w^2-k^2)=k^2-w^2$.

The two halves of the Lean proof are these two inclusions. In the second half the substitution `rfl` replaces $k$ by the name `r`.

```lean
/-- For slow jumps, `k ≤ w`, the only damping rate is the jump rate `k`. -/
theorem dampingRates_slow {w k : ℝ} (hk : 0 < k) (h : k ≤ w) : dampingRates w k = {k} := by
  have hkw : 0 ≤ w ^ 2 - k ^ 2 := by nlinarith
  ext r
  simp only [Set.mem_singleton_iff]
  constructor
  · rintro ⟨μ, hμ, rfl⟩
    obtain ⟨hr, hi⟩ := secular_parts ((eigenvalue_iff hk μ).1 hμ)
    have hx : μ.re + k = 0 := by
      rcases mul_eq_zero.mp hi with hx | hy
      · exact hx
      · rw [hy] at hr
        exact pow_eq_zero_iff (two_ne_zero) |>.mp (by nlinarith [sq_nonneg (μ.re + k)])
    linarith
  · rintro rfl
    have hs : ((Real.sqrt (w ^ 2 - r ^ 2) : ℝ) : ℂ) ^ 2 = (w : ℂ) ^ 2 - (r : ℂ) ^ 2 := by
      exact_mod_cast Real.sq_sqrt hkw
    refine ⟨-(r : ℂ) + Complex.I * (Real.sqrt (w ^ 2 - r ^ 2) : ℝ),
      (eigenvalue_iff hk _).2 ?_, ?_⟩
    · linear_combination Complex.I ^ 2 * hs + ((w : ℂ) ^ 2 - (r : ℂ) ^ 2) * Complex.I_sq
    · simp only [Complex.add_re, Complex.neg_re, Complex.mul_re, Complex.ofReal_re,
        Complex.ofReal_im, Complex.I_re, Complex.I_im]
      ring
```

## (e) Fast jumps

**Task.** For $0<w\le k$, show that

$$\{-\operatorname{Re}\mu\}=\{k-s,\ k+s\},\qquad s=\sqrt{k^2-w^2}.$$

**Solution.** If $x+k=0$, then (c) gives $-y^2=k^2-w^2\ge0$, so $y=0$. Hence $y=0$ in every case, and

$$(x+k)^2-s^2=(x+k-s)(x+k+s)=0 .$$

Therefore $-x=k-s$ or $-x=k+s$. Both values occur, because $\mu=-k\pm s$ satisfies the secular equation. In Lean, `hy` states that the eigenvalue is real and `hf` is the factorised equation.

```lean
/-- For fast jumps, `w ≤ k`, the damping rates are `k - √(k² - w²)` and `k + √(k² - w²)`. -/
theorem dampingRates_fast {w k : ℝ} (hw : 0 < w) (h : w ≤ k) :
    dampingRates w k = {k - Real.sqrt (k ^ 2 - w ^ 2), k + Real.sqrt (k ^ 2 - w ^ 2)} := by
  have hk : 0 < k := hw.trans_le h
  have hkw : 0 ≤ k ^ 2 - w ^ 2 := by nlinarith
  have hs := Real.sq_sqrt hkw
  have hsc : ((Real.sqrt (k ^ 2 - w ^ 2) : ℝ) : ℂ) ^ 2 = (k : ℂ) ^ 2 - (w : ℂ) ^ 2 := by
    exact_mod_cast hs
  ext r
  simp only [Set.mem_insert_iff, Set.mem_singleton_iff]
  constructor
  · rintro ⟨μ, hμ, rfl⟩
    obtain ⟨hr, hi⟩ := secular_parts ((eigenvalue_iff hk μ).1 hμ)
    -- the eigenvalues are real in this regime
    have hy : μ.im = 0 := by
      rcases mul_eq_zero.mp hi with hx | hy
      · rw [hx] at hr
        exact pow_eq_zero_iff (two_ne_zero) |>.mp (by nlinarith [sq_nonneg μ.im])
      · exact hy
    rw [hy] at hr
    have hf : (μ.re + k - Real.sqrt (k ^ 2 - w ^ 2)) *
        (μ.re + k + Real.sqrt (k ^ 2 - w ^ 2)) = 0 := by
      linear_combination hr - hs
    rcases mul_eq_zero.mp hf with h1 | h1
    · left; linarith
    · right; linarith
  · rintro (rfl | rfl)
    · refine ⟨-(k : ℂ) + (Real.sqrt (k ^ 2 - w ^ 2) : ℝ), (eigenvalue_iff hk _).2 ?_, ?_⟩
      · linear_combination hsc
      · simp only [Complex.add_re, Complex.neg_re, Complex.ofReal_re]
        ring
    · refine ⟨-(k : ℂ) - (Real.sqrt (k ^ 2 - w ^ 2) : ℝ), (eigenvalue_iff hk _).2 ?_, ?_⟩
      · linear_combination hsc
      · simp only [Complex.sub_re, Complex.neg_re, Complex.ofReal_re]
        ring
```

## (f) The smallest rate and its maximum

**Task.** For $w,k>0$, show that the smallest damping rate is

$$r=\begin{cases}k,&k\le w,\\ k-\sqrt{k^2-w^2},&k\ge w,\end{cases}$$

and that $r\le w$, with $r=w$ exactly when $k=w$.

**Solution.** The two values follow from (d) and (e), because $s\ge0$ makes $k-s$ the smaller of the pair. For $k\le w$ we have $r=k$, and the comparison with $w$ is immediate.

Let $k\ge w$ and suppose $k-s>w$. Then $k-w-s$ and $k-w+s$ are both positive, and so is their product. But

$$(k-w)^2-s^2=(k-w)^2-(k^2-w^2)=-2w(k-w)\le0,$$

a contradiction. So $r\le w$. If $r=w$, then $s=k-w$, the same expression vanishes, and $w(k-w)=0$ gives $k=w$. If $k=w$, then $s=0$ and $r=w$.

`IsLeast S r` says that $r$ belongs to $S$ and is no larger than any element of $S$. The first two clauses of the theorem supply such an $r$ for every allowed $k$. The third speaks of any least element, and `hr.unique` identifies it with the formula.

```lean
/-- For `w > 0` and `k > 0` the smallest damping rate is `k` for `k ≤ w` and `k - √(k² - w²)` for `w
≤ k`; it is at most `w`, with equality exactly at `k = w`. -/
theorem smallest_damping {w k : ℝ} (hw : 0 < w) (hk : 0 < k) :
    (k ≤ w → IsLeast (dampingRates w k) k) ∧
    (w ≤ k → IsLeast (dampingRates w k) (k - Real.sqrt (k ^ 2 - w ^ 2))) ∧
    ∀ r, IsLeast (dampingRates w k) r → r ≤ w ∧ (r = w ↔ k = w) := by
  have slow : k ≤ w → IsLeast (dampingRates w k) k := by
    intro h
    rw [dampingRates_slow hk h]
    exact isLeast_singleton
  have fast : w ≤ k → IsLeast (dampingRates w k) (k - Real.sqrt (k ^ 2 - w ^ 2)) := by
    intro h
    rw [dampingRates_fast hw h]
    refine ⟨Set.mem_insert _ _, ?_⟩
    rintro x (rfl | rfl)
    · exact le_rfl
    · linarith [Real.sqrt_nonneg (k ^ 2 - w ^ 2)]
  refine ⟨slow, fast, fun r hr => ?_⟩
  rcases le_total k w with h | h
  · rw [hr.unique (slow h)]
    exact ⟨h, Iff.rfl⟩
  · have e := hr.unique (fast h)
    have hs := Real.sq_sqrt (show 0 ≤ k ^ 2 - w ^ 2 by nlinarith)
    have hs0 := Real.sqrt_nonneg (k ^ 2 - w ^ 2)
    generalize Real.sqrt (k ^ 2 - w ^ 2) = s at e hs hs0
    refine ⟨?_, fun hrw => ?_, fun hkw => ?_⟩
    · by_contra hc
      have h1 : 0 < k - w - s := by linarith
      have h2 : 0 < k - w + s := by linarith
      nlinarith [mul_pos h1 h2, mul_nonneg hw.le (sub_nonneg.mpr h)]
    · have h1 : s = k - w := by linarith
      rw [h1] at hs
      have h2 : w * (k - w) = 0 := by linear_combination -hs / 2
      linarith [(mul_eq_zero.mp h2).resolve_left hw.ne']
    · have h1 : s ^ 2 = 0 := by linear_combination hs + (k + w) * hkw
      have h2 : s = 0 := pow_eq_zero_iff (two_ne_zero) |>.mp h1
      linarith
```

## (g) Motional narrowing with an error bound

**Task.** For $0<w\le k$, show that the smallest rate $r$ satisfies

$$\frac{w^2}{2k}\le r\le\frac{w^2}{2k}+\frac{w^4}{2k^3}.$$

**Solution.** From $r=k-s$ and $s^2=k^2-w^2$ we get $(k-r)^2=k^2-w^2$, that is $2kr=w^2+r^2$, and so

$$r=\frac{w^2}{2k}+\frac{r^2}{2k}.$$

The last term is nonnegative, which proves the lower bound. For the upper bound, note that $r(k+s)=k^2-s^2=w^2$. Since $s\le k$ gives $r\ge0$, and $s\ge0$, it follows that $rk\le w^2$. Then $r^2\le w^4/k^2$, and the last term is at most $w^4/(2k^3)$.

These steps are `hq`, `hsplit`, `hrk` and `hcorr` in the code.

The error bound is a fraction $w^2/k^2$ of the leading term, so the ratio of $r$ to $w^2/(2k)$ tends to 1 as $k/w\to\infty$: faster jumping averages the frequency away and the slowest mode lives longer. At the other end, $k=w$, the upper bound equals $w$ and is attained.

```lean
/-- Motional narrowing: for `w ≤ k` the smallest damping rate is at least `w²/(2k)` and
exceeds it by at most `w⁴/(2k³)`. -/
theorem motional_narrowing {w k r : ℝ} (hw : 0 < w) (h : w ≤ k)
    (hr : IsLeast (dampingRates w k) r) :
    w ^ 2 / (2 * k) ≤ r ∧ r ≤ w ^ 2 / (2 * k) + w ^ 4 / (2 * k ^ 3) := by
  have hk : 0 < k := hw.trans_le h
  have e := hr.unique ((smallest_damping hw hk).2.1 h)
  have hs := Real.sq_sqrt (show 0 ≤ k ^ 2 - w ^ 2 by nlinarith)
  have hs0 := Real.sqrt_nonneg (k ^ 2 - w ^ 2)
  generalize Real.sqrt (k ^ 2 - w ^ 2) = s at e hs hs0
  have hr0 : 0 ≤ r := by
    by_contra hc
    have h1 : k < s := by linarith
    nlinarith [sq_nonneg w]
  have hq : 2 * k * r = w ^ 2 + r ^ 2 := by rw [e]; linear_combination -hs
  have hrk : r * k ≤ w ^ 2 := by
    have h1 : r * (k + s) = w ^ 2 := by rw [e]; linear_combination -hs
    nlinarith [mul_nonneg hr0 hs0]
  -- the secular equation expresses the correction through the rate itself
  have hsplit : r = w ^ 2 / (2 * k) + r ^ 2 / (2 * k) := by
    rw [← add_div, eq_div_iff (by positivity)]
    linarith
  have hcorr : r ^ 2 / (2 * k) ≤ w ^ 4 / (2 * k ^ 3) := by
    rw [div_le_div_iff₀ (by positivity) (by positivity)]
    have h4 : (r * k) ^ 2 ≤ (w ^ 2) ^ 2 := pow_le_pow_left₀ (by positivity) hrk 2
    nlinarith [mul_le_mul_of_nonneg_left h4 (show 0 ≤ 2 * k by positivity)]
  have hpos : 0 ≤ r ^ 2 / (2 * k) := by positivity
  exact ⟨by linarith, by linarith⟩
```

## (h) The matrix at the boundary between the regimes

**Task.** For $k=w>0$, let $N=M+w\mathbb 1$, with $\mathbb 1$ the identity matrix. Show that

$$N\neq0,\qquad N^2=0 .$$

**Solution.** Adding $w$ on the diagonal removes the damping terms:

$$N=\begin{pmatrix}iw&w\\ w&-iw\end{pmatrix}.$$

Its off-diagonal entry $w$ is nonzero. The diagonal entries of $N^2$ are $(\pm iw)^2+w^2=0$, and the off-diagonal ones are $\pm(iw^2-iw^2)=0$. Lean computes these four entries as `a`, `b`, `c` and `d`.

A diagonalisable matrix with square zero is itself zero, so $M$ has no basis of eigenvectors here: this is an exceptional point. The exponential series then gives $e^{Mt}=e^{-wt}(\mathbb 1+tN)$, a decay at rate $w$ with a factor linear in time; this last paragraph is a reading of the theorem and not part of its statement.

```lean
/-- At `k = w > 0` the evolution matrix plus `w` times the identity is nonzero but has square zero.
-/
theorem exceptional_point {w : ℝ} (hw : 0 < w) :
    evolution w w + (w : ℂ) • 1 ≠ 0 ∧
    (evolution w w + (w : ℂ) • 1) * (evolution w w + (w : ℂ) • 1) = 0 := by
  have e : evolution w w + (w : ℂ) • 1 =
      !![Complex.I * w, (w : ℂ); (w : ℂ), -(Complex.I * w)] := by
    ext i j
    fin_cases i <;> fin_cases j <;> simp [evolution]
  rw [e]
  constructor
  · intro h
    exact hw.ne' (by simpa using congrFun (congrFun h 0) 1)
  · have a : Complex.I * w * (Complex.I * w) + (w : ℂ) * w = 0 := by
      linear_combination (w : ℂ) ^ 2 * Complex.I_sq
    have b : Complex.I * w * w + (w : ℂ) * -(Complex.I * w) = 0 := by ring
    have c : (w : ℂ) * (Complex.I * w) + -(Complex.I * w) * w = 0 := by ring
    have d : (w : ℂ) * w + -(Complex.I * w) * -(Complex.I * w) = 0 := by
      linear_combination (w : ℂ) ^ 2 * Complex.I_sq
    rw [Matrix.mul_fin_two, a, b, c, d]
    ext i j
    fin_cases i <;> fin_cases j <;> rfl

end

end JumpingNuclearFrequency
```

```lean
#print axioms JumpingNuclearFrequency.smallest_damping
#print axioms JumpingNuclearFrequency.motional_narrowing
#print axioms JumpingNuclearFrequency.exceptional_point
```

```
'JumpingNuclearFrequency.smallest_damping' depends on axioms: [propext, Classical.choice, Quot.sound]
'JumpingNuclearFrequency.motional_narrowing' depends on axioms: [propext, Classical.choice, Quot.sound]
'JumpingNuclearFrequency.exceptional_point' depends on axioms: [propext, Classical.choice, Quot.sound]
```
